# The x-K relations for two equivalent anharmonic bonds with quanta-conserving harmonic coupling

When I fit the stretching overtones of a molecule with two equivalent bonds, I set xss = xtt = xst/4 = K/4 in the normal-mode Hamiltonian, where K/4 is the coefficient of the Darling–Dennison resonance. This leaves one anharmonic parameter in place of four. The justification I know is that two anharmonic bonds with a harmonic coupling that conserves the total number of quanta, rewritten in the symmetric and antisymmetric stretches, produce exactly these ratios. Can this be made rigorous and machine-checked, including the claim that no other constants would do?

## Rewriting the bond Hamiltonian in symmetric and antisymmetric modes

Yes. Let a and b annihilate a quantum in the first and second bond, let † denote the adjoint, and let [X, Y] = XY − YX. The modes are bosonic and independent:

[a, a†] = [b, b†] = 1, [a, b] = [a, b†] = 0.

The adjoint of the last relation gives [b, a†] = 0. The bond Hamiltonian, with frequency ω, harmonic coupling κ and anharmonicity x, is

H = ω(a†a + b†b) + κ(a†b + b†a) + x(a†²a² + b†²b²).

The κ term moves one quantum between the bonds. A coupling bilinear in the bond coordinates or momenta in general also contains ab + a†b†, which changes the number of quanta by two; that part is neglected here.

Put s = (a + b)/√2 and t = (a − b)/√2. These are again independent bosonic modes:

[s, s†] = ½([a, a†] + [b, b†] + [a, b†] + [b, a†]) = 1
[t, t†] = ½([a, a†] + [b, b†] − [a, b†] − [b, a†]) = 1
[s, t] = −[a, b] = 0
[s, t†] = ½([a, a†] − [b, b†] − [a, b†] + [b, a†]) = 0

Multiplying out the number operators gives

s†s = ½(a†a + b†b + a†b + b†a)
t†t = ½(a†a + b†b − a†b − b†a)

Their sum is a†a + b†b and their difference is a†b + b†a.

For the quartic part, invert the mixing: a = (s + t)/√2 and b = (s − t)/√2. With P = s² + t² and Q = st,

a² = ½(P + 2Q), b² = ½(P − 2Q).

The cross terms cancel in the sum:

a†²a² + b†²b² = ½(P†P + 4Q†Q).

Since Q†Q = s†t†st = s†s t†t, this is

a†²a² + b†²b² = ½(s†²s² + t†²t² + 4 s†s t†t + s†²t² + t†²s²).

The normal-mode Hamiltonian has diagonal terms ωs s†s, ωt t†t, xss s†²s², xtt t†²t² and xst s†s t†t, and the Darling–Dennison term (K/4)(s†²t² + t†²s²). Comparison gives

ωs = ω + κ, ωt = ω − κ, xss = xtt = x/2, xst = K = 2x.

## Commutators that read off each constant

Suppose two normal-mode Hamiltonians are equal. Their difference D = 0 has the same form, with constants Δωs, Δxss and so on. Commuting with s removes one s†, and commuting with s† removes one s with a minus sign; t acts likewise. Hence

[s†, [s†, [s, [s, D]]]] = 4Δxss
[t†, [t†, [t, [t, D]]]] = 4Δxtt
[t†, [s†, [t, [s, D]]]] = Δxst
[t†, [t†, [s, [s, D]]]] = ΔK

All four vanish. What remains of D is quadratic, and −[s†, [s, D]] = Δωs and −[t†, [t, D]] = Δωt vanish too. The constants are therefore forced.

```lean
import Mathlib

namespace LocalNormalModes

noncomputable section

variable {A : Type*} [Ring A] [StarRing A] [Algebra ℝ A] [StarModule ℝ A]

/-- The commutator of two operators. -/
def comm (x y : A) : A := x * y - y * x

/-- Two independent bosonic modes with annihilation operators `a` and `b`. -/
-- The standard instance is the Weyl algebra of two oscillators; it is not built here.
structure IsBosonPair (a b : A) : Prop where
  aa : comm a (star a) = 1
  bb : comm b (star b) = 1
  ab : comm a b = 0
  ab' : comm a (star b) = 0

/-- The symmetric combination `(a + b)/√2` of two modes. -/
def symMode (a b : A) : A := (Real.sqrt 2)⁻¹ • (a + b)

/-- The antisymmetric combination `(a - b)/√2` of two modes. -/
def antiMode (a b : A) : A := (Real.sqrt 2)⁻¹ • (a - b)

/-- Two equivalent anharmonic bonds with frequency `ω`, quanta-conserving harmonic coupling `κ` and
anharmonicity `x`. -/
def localH (ω κ x : ℝ) (a b : A) : A :=
  ω • (star a * a + star b * b) + κ • (star a * b + star b * a)
    + x • (star a ^ 2 * a ^ 2 + star b ^ 2 * b ^ 2)

/-- Two anharmonic normal modes with a Darling-Dennison resonance of constant `K`. -/
def normalH (ωs ωt xss xtt xst K : ℝ) (s t : A) : A :=
  ωs • (star s * s) + ωt • (star t * t)
    + xss • (star s ^ 2 * s ^ 2) + xtt • (star t ^ 2 * t ^ 2)
    + xst • (star s * s * (star t * t))
    + (K / 4) • (star s ^ 2 * t ^ 2 + star t ^ 2 * s ^ 2)

omit [StarRing A] [StarModule ℝ A] in
/-- Two factors `1/√2` in a product of operators combine to `1/2`. -/
theorem scaled_mul (x y : A) :
    ((Real.sqrt 2)⁻¹ • x) * ((Real.sqrt 2)⁻¹ • y) = ((1 : ℝ) / 2) • (x * y) := by
  have hc : (Real.sqrt 2)⁻¹ * (Real.sqrt 2)⁻¹ = (1 : ℝ) / 2 := by
    rw [← mul_inv, Real.mul_self_sqrt (by norm_num)]; norm_num
  rw [smul_mul_assoc, mul_smul_comm, smul_smul, hc]

/-- The creation operators of the mixed modes are the same mixtures of the bond creation
operators. -/
theorem star_modes (a b : A) : star (symMode a b) = symMode (star a) (star b) ∧
    star (antiMode a b) = antiMode (star a) (star b) := by
  constructor <;> simp [symMode, antiMode, star_smul]

/-- The symmetric and antisymmetric combinations of independent bosonic modes are again
independent bosonic modes. -/
theorem IsBosonPair.modes {a b : A} (h : IsBosonPair a b) :
    IsBosonPair (symMode a b) (antiMode a b) := by
  have h1 : a * star a - star a * a = 1 := h.aa
  have h2 : b * star b - star b * b = 1 := h.bb
  have h3 : a * b - b * a = 0 := h.ab
  have h4 : a * star b - star b * a = 0 := h.ab'
  have h5 : b * star a - star a * b = 0 := by
    simpa only [star_sub, star_mul, star_star, star_zero] using congrArg star h4
  constructor <;> simp only [comm, (star_modes a b).1, (star_modes a b).2] <;>
    simp only [symMode, antiMode, scaled_mul, mul_add, add_mul, mul_sub, sub_mul]
  · linear_combination (norm := module) ((1 : ℝ) / 2) • (h1 + h2 + h4 + h5)
  · linear_combination (norm := module) ((1 : ℝ) / 2) • (h1 + h2 - h4 - h5)
  · linear_combination (norm := module) (-1 : ℝ) • h3
  · linear_combination (norm := module) ((1 : ℝ) / 2) • (h1 - h2 - h4 + h5)

/-- The total excitation number is the same in both pictures, and the exchange of a quantum
between the bonds is the difference of the normal-mode excitation numbers. -/
theorem number_and_exchange (a b : A) :
    star a * a + star b * b = star (symMode a b) * symMode a b
      + star (antiMode a b) * antiMode a b ∧
    star a * b + star b * a = star (symMode a b) * symMode a b
      - star (antiMode a b) * antiMode a b := by
  rw [(star_modes a b).1, (star_modes a b).2]
  simp only [symMode, antiMode, scaled_mul, mul_add, add_mul, mul_sub, sub_mul]
  constructor <;> module

omit [StarRing A] [StarModule ℝ A] in
/-- Mixing the mixed modes once more gives back the bond modes. -/
theorem modes_involutive (a b : A) : symMode (symMode a b) (antiMode a b) = a ∧
    antiMode (symMode a b) (antiMode a b) = b := by
  have hc : (Real.sqrt 2)⁻¹ * (Real.sqrt 2)⁻¹ = (1 : ℝ) / 2 := by
    rw [← mul_inv, Real.mul_self_sqrt (by norm_num)]; norm_num
  constructor <;> simp only [symMode, antiMode, smul_add, smul_sub, smul_smul, hc] <;> module

/-- The anharmonicity of two equivalent bonds, written in the symmetric and antisymmetric
modes. -/
theorem bond_anharmonicity {a b s t : A} (h : IsBosonPair a b)
    (hs : s = symMode a b) (ht : t = antiMode a b) :
    star a ^ 2 * a ^ 2 + star b ^ 2 * b ^ 2 = ((1 : ℝ) / 2) •
      (star s ^ 2 * s ^ 2 + star t ^ 2 * t ^ 2 + (4 : ℝ) • (star s * s * (star t * t))
        + star s ^ 2 * t ^ 2 + star t ^ 2 * s ^ 2) := by
  have hb : IsBosonPair s t := by rw [hs, ht]; exact h.modes
  have ha' : a = symMode s t := by rw [hs, ht, (modes_involutive a b).1]
  have hb' : b = antiMode s t := by rw [hs, ht, (modes_involutive a b).2]
  have hc : t * s = s * t := (sub_eq_zero.mp hb.ab).symm
  have hp : star t * star s = star s * star t := by
    simpa only [star_mul] using (congrArg star hc).symm
  have hq : s * star t = star t * s := sub_eq_zero.mp hb.ab'
  have hm : star s * s * (star t * t) = star s * star t * (s * t) := by
    rw [mul_assoc, ← mul_assoc s, hq]
    simp only [mul_assoc]
  -- squares of the mixed modes
  have e1 : ∀ x y : A, y * x = x * y →
      symMode x y ^ 2 = ((1 : ℝ) / 2) • (x ^ 2 + y ^ 2 + (2 : ℝ) • (x * y)) := by
    intro x y e
    rw [pow_two, symMode, scaled_mul]
    simp only [mul_add, add_mul, e, pow_two]
    module
  have e2 : ∀ x y : A, y * x = x * y →
      antiMode x y ^ 2 = ((1 : ℝ) / 2) • (x ^ 2 + y ^ 2 - (2 : ℝ) • (x * y)) := by
    intro x y e
    rw [pow_two, antiMode, scaled_mul]
    simp only [mul_sub, sub_mul, e, pow_two]
    module
  rw [ha', hb', (star_modes s t).1, (star_modes s t).2, e1 _ _ hc, e2 _ _ hc,
    e1 _ _ hp, e2 _ _ hp, hm]
  simp only [smul_mul_assoc, mul_smul_comm, mul_add, add_mul, mul_sub, sub_mul]
  module

omit [StarModule ℝ A] in
/-- A normal-mode Hamiltonian of independent bosonic modes vanishes only if all its
spectroscopic constants vanish. -/
theorem constants_eq_zero [Nontrivial A] {a b : A} (h : IsBosonPair a b)
    {ωs ωt xss xtt xst K : ℝ} (H : normalH ωs ωt xss xtt xst K a b = 0) :
    ωs = 0 ∧ ωt = 0 ∧ xss = 0 ∧ xtt = 0 ∧ xst = 0 ∧ K = 0 := by
  -- the commutator is a linear derivation
  have cadd : ∀ x y z : A, comm x (y + z) = comm x y + comm x z := by
    intro x y z; unfold comm; noncomm_ring
  have cmul : ∀ x y z : A, comm x (y * z) = comm x y * z + y * comm x z := by
    intro x y z; unfold comm; noncomm_ring
  have csmul : ∀ (r : ℝ) (x y : A), comm x (r • y) = r • comm x y := by
    intro r x y; simp only [comm, mul_smul_comm, smul_mul_assoc, smul_sub]
  have cneg : ∀ x y : A, comm x (-y) = -comm x y := by
    intro x y; unfold comm; noncomm_ring
  have c0 : ∀ x : A, comm x 0 = 0 := by intro x; simp [comm]

  have cs : ∀ x : A, comm x x = 0 := by intro x; simp [comm]
  have sw : ∀ x y : A, comm x y = -comm y x := by intro x y; simp [comm]
  have h1 := h.aa
  have h2 := h.bb
  have h3 := h.ab
  have h4 := h.ab'
  have h5 : comm b (star a) = 0 := by
    simpa only [comm, star_sub, star_mul, star_star, star_zero] using congrArg star h4
  have k1 : comm (star a) a = -1 := by rw [sw, h1]
  have k2 : comm (star b) b = -1 := by rw [sw, h2]
  have k3 : comm b a = 0 := by rw [sw, h3, neg_zero]
  have k4 : comm (star b) a = 0 := by rw [sw, h4, neg_zero]
  have k5 : comm (star a) b = 0 := by rw [sw, h5, neg_zero]
  have fin : ∀ r : ℝ, r • (1 : A) = 0 → r = 0 := fun r hr =>
    (smul_eq_zero.mp hr).resolve_right one_ne_zero
  -- four commutators isolate each quartic constant
  have q1 : (4 * xss) • (1 : A) = 0 := by
    have e : comm (star a) (comm (star a) (comm a (comm a
        (normalH ωs ωt xss xtt xst K a b)))) = 0 := by simp only [H, c0]
    rw [← e]
    simp only [normalH, pow_two, cadd, cmul, csmul, cneg, cs, h1, h3, h4, k1, k5, add_mul,
      mul_zero, zero_mul, mul_one, one_mul, add_zero, zero_add, smul_zero,
      mul_neg, neg_mul, neg_neg]
    module
  have q2 : (4 * xtt) • (1 : A) = 0 := by
    have e : comm (star b) (comm (star b) (comm b (comm b
        (normalH ωs ωt xss xtt xst K a b)))) = 0 := by simp only [H, c0]
    rw [← e]
    simp only [normalH, pow_two, cadd, cmul, csmul, cneg, cs, h2, h5, k2, k3, k4, add_mul,
      mul_zero, zero_mul, mul_one, one_mul, add_zero, zero_add, smul_zero,
      mul_neg, neg_mul, neg_neg]
    module
  have q3 : xst • (1 : A) = 0 := by
    have e : comm (star b) (comm (star a) (comm b (comm a
        (normalH ωs ωt xss xtt xst K a b)))) = 0 := by simp only [H, c0]
    rw [← e]
    simp only [normalH, pow_two, cadd, cmul, csmul, cneg, cs, h1, h2, h3, h4, h5,
      k1, k2, k3, k5, mul_zero, zero_mul, mul_one, one_mul, add_zero, zero_add,
      smul_zero, neg_mul, neg_neg]
  have q4 : K • (1 : A) = 0 := by
    have e : comm (star b) (comm (star b) (comm a (comm a
        (normalH ωs ωt xss xtt xst K a b)))) = 0 := by simp only [H, c0]
    rw [← e]
    simp only [normalH, pow_two, cadd, cmul, csmul, cneg, cs, h1, h3, h4, k2, k4, add_mul,
      mul_zero, zero_mul, mul_one, one_mul, add_zero, zero_add, smul_zero,
      mul_neg, neg_mul, neg_neg]
    module
  have r1 : xss = 0 := by linarith [fin _ q1]
  have r2 : xtt = 0 := by linarith [fin _ q2]
  have r3 := fin _ q3
  have r4 := fin _ q4
  -- two commutators then isolate the frequencies
  have H' : ωs • (star a * a) + ωt • (star b * b) = 0 := by
    simpa only [normalH, r1, r2, r3, r4, zero_div, zero_smul, add_zero] using H
  have q5 : ωs • (1 : A) = 0 := by
    have e := congrArg (fun X => -comm (star a) (comm a X)) H'
    simpa only [cadd, cmul, csmul, c0, cs, h1, h3, h4, k1, mul_zero, zero_mul, one_mul,
      add_zero, smul_zero, smul_neg, neg_neg, neg_zero] using e
  have q6 : ωt • (1 : A) = 0 := by
    have e := congrArg (fun X => -comm (star b) (comm b X)) H'
    simpa only [cadd, cmul, csmul, c0, cs, h2, h5, k3, k2, mul_zero, zero_mul, one_mul,
      add_zero, zero_add, smul_zero, smul_neg, neg_neg, neg_zero] using e
  exact ⟨fin _ q5, fin _ q6, r1, r2, r3, r4⟩

/-- The x-K relations: a normal-mode Hamiltonian equals that of two coupled equivalent bonds
exactly when its constants have the stated values. -/
theorem xK_relations [Nontrivial A] {a b : A} (h : IsBosonPair a b)
    (ω κ x ωs ωt xss xtt xst K : ℝ) :
    normalH ωs ωt xss xtt xst K (symMode a b) (antiMode a b) = localH ω κ x a b ↔
      ωs = ω + κ ∧ ωt = ω - κ ∧ xss = x / 2 ∧ xtt = x / 2 ∧ xst = 2 * x ∧ K = 2 * x := by
  have key : localH ω κ x a b = normalH (ω + κ) (ω - κ) (x / 2) (x / 2) (2 * x) (2 * x)
      (symMode a b) (antiMode a b) := by
    unfold localH
    rw [(number_and_exchange a b).1, (number_and_exchange a b).2,
      bond_anharmonicity h rfl rfl]
    unfold normalH
    module
  rw [key]
  constructor
  · intro e
    -- the difference of the two Hamiltonians has vanishing constants
    have d : normalH (ωs - (ω + κ)) (ωt - (ω - κ)) (xss - x / 2) (xtt - x / 2)
        (xst - 2 * x) (K - 2 * x) (symMode a b) (antiMode a b) = 0 := by
      rw [← sub_eq_zero.mpr e]
      unfold normalH
      module
    obtain ⟨d1, d2, d3, d4, d5, d6⟩ := constants_eq_zero h.modes d
    exact ⟨sub_eq_zero.mp d1, sub_eq_zero.mp d2, sub_eq_zero.mp d3, sub_eq_zero.mp d4,
      sub_eq_zero.mp d5, sub_eq_zero.mp d6⟩
  · rintro ⟨rfl, rfl, rfl, rfl, rfl, rfl⟩
    rfl

/-- A normal-mode Hamiltonian can be written as two coupled equivalent bonds if and only if
`xss = xtt = xst/4 = K/4`. -/
theorem bond_form_iff [Nontrivial A] {a b : A} (h : IsBosonPair a b)
    (ωs ωt xss xtt xst K : ℝ) :
    (∃ ω κ x : ℝ, normalH ωs ωt xss xtt xst K (symMode a b) (antiMode a b)
      = localH ω κ x a b) ↔ xss = xtt ∧ xtt = xst / 4 ∧ xst / 4 = K / 4 := by
  constructor
  · rintro ⟨ω, κ, x, e⟩
    obtain ⟨_, _, e3, e4, e5, e6⟩ := (xK_relations h ω κ x ωs ωt xss xtt xst K).mp e
    refine ⟨?_, ?_, ?_⟩ <;> linarith
  · rintro ⟨e1, e2, e3⟩
    refine ⟨(ωs + ωt) / 2, (ωs - ωt) / 2, 2 * xss, (xK_relations h _ _ _ _ _ _ _ _ _).mpr ?_⟩
    refine ⟨?_, ?_, ?_, ?_, ?_, ?_⟩ <;> linarith

end

end LocalNormalModes
```

```lean
#print axioms LocalNormalModes.xK_relations
#print axioms LocalNormalModes.bond_form_iff
```

```
'LocalNormalModes.xK_relations' depends on axioms: [propext, Classical.choice, Quot.sound]
'LocalNormalModes.bond_form_iff' depends on axioms: [propext, Classical.choice, Quot.sound]
```

## What the Lean theorems say about the bonds

The operators live in `A`, a ring with an adjoint `star` and real scalars that pass through it unchanged. `IsBosonPair a b` holds the four commutation relations, and `symMode a b` and `antiMode a b` are s and t. `localH` and `normalH` are the two Hamiltonians.

`xK_relations` says that, for given real constants, the two Hamiltonians are equal if and only if the six listed equations hold. `bond_form_iff` says that some ω, κ and x exist exactly when xss = xtt = xst/4 = K/4; the frequencies ωs and ωt are unrestricted. Both assume `Nontrivial A`, meaning 1 ≠ 0, which uniqueness needs.

The order of the operators fixes the conventions. Since a†²a² = n(n − 1) for n = a†a, ω is the fundamental frequency of an uncoupled bond, and zero-point energy is omitted. The resonance coefficient is K/4.

The commutation relations are assumed. The usual ladder operators on finite combinations of number states satisfy them, but the file does not construct that algebra. The constant x stands for the anharmonicity of a single bond and is a parameter: its derivation from cubic and quartic force constants by VPT2 is not included. Bends, rotation and anharmonic coupling between the bonds are absent.

## How the Lean proof follows the algebra

`scaled_mul` combines two factors 1/√2 into ½, and `star_modes` takes adjoints of the mixed modes. `IsBosonPair.modes` adds the bond commutators with the weights shown above, through `linear_combination`. `number_and_exchange` expands the quadratic terms, and `module` compares their real coefficients.

`modes_involutive` inverts the mixing. In `bond_anharmonicity`, `e1` and `e2` are the formulas for the squares, and `hm` reorders s†s t†t.

`constants_eq_zero` first shows that the commutator is linear and obeys the product rule. Then `q1` to `q4` are the fourfold commutators and `q5` and `q6` the double ones, stated for a general boson pair. `xK_relations` proves the rewriting as `key` and applies this lemma to the difference of the Hamiltonians. `bond_form_iff` supplies ω = (ωs + ωt)/2, κ = (ωs − ωt)/2 and x = 2xss.

## The two-quantum block, and a truncation that breaks the identity

For this two-mode, stretch-only model, an overtone program can use either basis. Both Hamiltonians conserve the total number of quanta, so it can diagonalise one block at a time. With two quanta, the bond basis |20⟩, |11⟩, |02⟩ has diagonal entries 2ω + 2x, 2ω, 2ω + 2x and neighbouring couplings √2 κ. The normal-mode basis has diagonal entries 2ω + 2κ + x, 2ω + 2x, 2ω − 2κ + x, with x coupling the outer states. Both give the levels

2ω + 2x and 2ω + x ± √(4κ² + x²).

The relation [a, a†] = 1 matters here. Truncate each bond to the states 0 and 1, so that a and b become 4×4 matrices with a² = b² = 0. The left side of the quartic identity is then zero. On the right, s² + t² = 0, but s†s t†t leaves |11⟩ unchanged, so the right side multiplies |11⟩ by 2. Complete blocks of fixed total quanta, with the untruncated matrix elements, avoid this error.
